# Uffink's quadratic inequality for two parties, with Bell-state correlations on the whole boundary

Let $A_0,A_1$ and $B_0,B_1$ be Hermitian complex matrices of the same finite size that square to one, with each $A_i$ commuting with each $B_j$. Then for every unit vector $\psi$

$$|\langle A_0B_1+A_1B_0\rangle|^2+|\langle A_0B_0-A_1B_1\rangle|^2\le 4,\qquad \langle M\rangle=\psi^\dagger M\psi .$$

The bound is sharp: two qubits in a Bell state reach every point of the circle on which equality holds.

The physical situation is a Bell experiment. Two parties share a quantum system, each chooses one of two measurements with outcomes $\pm1$, and the products of the outcomes are averaged for each of the four pairs of choices. The inequality limits the four correlations $\langle A_iB_j\rangle$ jointly.

## Observables, state and the two combinations

The basis states are labelled by a finite type `n`, so the Hilbert space is finite-dimensional.

```lean
import Mathlib

open Matrix
open scoped Kronecker ComplexOrder

namespace UffinkInequality

noncomputable section

variable {n : Type*} [Fintype n] [DecidableEq n]
```

The expectation value is $\psi^\dagger M\psi$. In Lean `⬝ᵥ` is the dot product without conjugation, so the conjugate is written out as `star ψ`, and `*ᵥ` applies a matrix to a vector. The result is a complex number; its reality has to be proved.

```lean
/-- The expectation value `ψ† M ψ` of a matrix `M` in the state vector `ψ`. -/
def expect {n : Type*} [Fintype n] (ψ : n → ℂ) (M : Matrix n n ℂ) : ℂ :=
  star ψ ⬝ᵥ M *ᵥ ψ
```

A Hermitian matrix that squares to one has eigenvalues in $\{+1,-1\}$, which are the two outcomes. The constant observables $\pm1$ are allowed. The condition $B_jA_i=A_iB_j$ stands for the independence of the two parties: either can measure without disturbing the statistics of the other, as for separate subsystems. Nothing is assumed about the commutator of $A_0$ with $A_1$, or of $B_0$ with $B_1$. In Lean `A` and `B` are functions on `Fin 2`, so `A 0` and `A 1` are $A_0$ and $A_1$.

```lean
/-- Two observables `A 0, A 1` of one party and two observables `B 0, B 1` of another:
all are Hermitian and square to one, and each `A i` commutes with each `B j`. -/
structure IsBellSetting (A B : Fin 2 → Matrix n n ℂ) : Prop where
  hermA : ∀ i, (A i).IsHermitian
  hermB : ∀ j, (B j).IsHermitian
  sqA : ∀ i, A i * A i = 1
  sqB : ∀ j, B j * B j = 1
  comm : ∀ i j, B j * A i = A i * B j
```

Two combinations of the four products enter the bound. The first is

$$X=A_0B_1+A_1B_0 .$$

```lean
/-- The combination `A₀B₁ + A₁B₀`. -/
def uffinkX {n : Type*} [Fintype n] (A B : Fin 2 → Matrix n n ℂ) : Matrix n n ℂ :=
  A 0 * B 1 + A 1 * B 0
```

The second is

$$Y=A_0B_0-A_1B_1 .$$

The letters $X$ and $Y$ denote these operators and not Pauli matrices.

```lean
/-- The combination `A₀B₀ - A₁B₁`. -/
def uffinkY {n : Type*} [Fintype n] (A B : Fin 2 → Matrix n n ℂ) : Matrix n n ℂ :=
  A 0 * B 0 - A 1 * B 1
```

## Real expectation values and non-negative squares

If $M^\dagger=M$, then

$$\overline{\psi^\dagger M\psi}=(M\psi)^\dagger\psi=\psi^\dagger M^\dagger\psi=\psi^\dagger M\psi ,$$

so the imaginary part vanishes. The `calc` block goes through the same equalities, and the last lines compare imaginary parts.

```lean
omit [DecidableEq n] in
/-- The expectation value of a Hermitian matrix is real. -/
theorem expect_im_eq_zero (ψ : n → ℂ) {M : Matrix n n ℂ} (hM : M.IsHermitian) :
    (expect ψ M).im = 0 := by
  have h : expect ψ M = star (expect ψ M) := by
    unfold expect
    calc star ψ ⬝ᵥ M *ᵥ ψ = star (star (M *ᵥ ψ) ⬝ᵥ ψ) := Matrix.star_dotProduct _ _
      _ = star (star ψ ⬝ᵥ M *ᵥ ψ) := by
        rw [Matrix.star_mulVec, hM.eq, ← Matrix.dotProduct_mulVec]
  have h2 := congrArg Complex.im h
  rw [Complex.star_def, Complex.conj_im] at h2
  linarith
```

If $D^\dagger=D$, then

$$\psi^\dagger D^2\psi=(D\psi)^\dagger(D\psi)=\|D\psi\|^2\ge0 .$$

Lean takes this from the positive semidefiniteness of $D^\dagger D$ in Mathlib and replaces $D^\dagger$ by $D$. The statement concerns the real part, which is all that is needed later.

```lean
omit [DecidableEq n] in
/-- The square of a Hermitian matrix has a non-negative expectation value. -/
theorem expect_sq_nonneg (ψ : n → ℂ) {D : Matrix n n ℂ} (hD : D.IsHermitian) :
    0 ≤ (expect ψ (D * D)).re := by
  have h := (Matrix.posSemidef_conjTranspose_mul_self D).dotProduct_mulVec_nonneg ψ
  rw [hD.eq] at h
  exact (Complex.le_def.1 h).1
```

A product of commuting Hermitian matrices is Hermitian: $(A_iB_j)^\dagger=B_jA_i=A_iB_j$. Sums and differences of such products are Hermitian too, and hence so are $X$ and $Y$. This is where commutation makes $\langle X\rangle$ and $\langle Y\rangle$ real.

```lean
/-- In a Bell setting both Uffink combinations are Hermitian. -/
theorem uffink_isHermitian {A B : Fin 2 → Matrix n n ℂ} (h : IsBellSetting A B) :
    (uffinkX A B).IsHermitian ∧ (uffinkY A B).IsHermitian := by
  constructor
  · simp only [Matrix.IsHermitian, uffinkX, Matrix.conjTranspose_add,
      Matrix.conjTranspose_mul, (h.hermA _).eq, (h.hermB _).eq, h.comm]
  · simp only [Matrix.IsHermitian, uffinkY, Matrix.conjTranspose_sub,
      Matrix.conjTranspose_mul, (h.hermA _).eq, (h.hermB _).eq, h.comm]
```

## An identity with two squares

Take scalars $x$ and $y$. Since $A_0$ commutes with both $B_j$ and all squares are one,

$$(2A_0-xB_1-yB_0)^2=4+x^2+y^2+xy(B_0B_1+B_1B_0)-4xA_0B_1-4yA_0B_0 .$$

In the same way,

$$(2A_1-xB_0+yB_1)^2=4+x^2+y^2-xy(B_0B_1+B_1B_0)-4xA_1B_0+4yA_1B_1 .$$

The anticommutator of $B_0$ and $B_1$ cancels in the sum, which leaves

$$(2A_0-xB_1-yB_0)^2+(2A_1-xB_0+yB_1)^2=8+2(x^2+y^2)-4(xX+yY).$$

The identity is purely algebraic, so Lean states it for complex weights. The `simp only` call multiplies out, replaces the squares by one and moves every $A_i$ to the left of every $B_j$; `module` then compares the coefficients.

```lean
/-- In a Bell setting, a weighted sum of the two Uffink combinations is fixed by a
sum of two squares, for any scalar weights `x` and `y`. -/
theorem sum_of_squares {A B : Fin 2 → Matrix n n ℂ} (h : IsBellSetting A B) (x y : ℂ) :
    ((2 : ℂ) • A 0 - (x • B 1 + y • B 0)) * ((2 : ℂ) • A 0 - (x • B 1 + y • B 0))
      + ((2 : ℂ) • A 1 - (x • B 0 - y • B 1)) * ((2 : ℂ) • A 1 - (x • B 0 - y • B 1))
    = (8 + 2 * (x ^ 2 + y ^ 2)) • (1 : Matrix n n ℂ)
      - (4 : ℂ) • (x • uffinkX A B + y • uffinkY A B) := by
  simp only [uffinkX, uffinkY, mul_sub, sub_mul, mul_add, add_mul, smul_mul_assoc,
    mul_smul_comm, h.sqA, h.sqB, h.comm]
  module
```

## The bound

Now choose $x=\langle X\rangle$ and $y=\langle Y\rangle$. Both are real, so the two matrices being squared are Hermitian and their squares have non-negative expectation values. With $\psi^\dagger\psi=1$ the identity gives

$$0\le 8+2(x^2+y^2)-4(x\cdot x+y\cdot y)=8-2(x^2+y^2),$$

and therefore $x^2+y^2\le4$.

In the theorem, `h` collects the conditions on the observables and `hψ` is the normalisation. The proof first obtains the real numbers `x` and `y`, which turns the squared moduli into $x^2$ and $y^2$. The facts `P` and `Q` are the two non-negative expectation values, `S` is the expectation value of the identity, and `T` is its real part. The last line combines them.

```lean
/-- **Uffink's quadratic inequality.** In a Bell setting and a normalised state,
`|⟨A₀B₁ + A₁B₀⟩|² + |⟨A₀B₀ - A₁B₁⟩|² ≤ 4`. -/
theorem uffink_inequality {A B : Fin 2 → Matrix n n ℂ} (h : IsBellSetting A B)
    {ψ : n → ℂ} (hψ : star ψ ⬝ᵥ ψ = 1) :
    ‖expect ψ (uffinkX A B)‖ ^ 2 + ‖expect ψ (uffinkY A B)‖ ^ 2 ≤ 4 := by
  -- both expectation values are real numbers x and y
  obtain ⟨x, hx⟩ : ∃ x : ℝ, expect ψ (uffinkX A B) = (x : ℂ) :=
    ⟨_, Complex.ext rfl (by
      rw [Complex.ofReal_im]; exact expect_im_eq_zero ψ (uffink_isHermitian h).1)⟩
  obtain ⟨y, hy⟩ : ∃ y : ℝ, expect ψ (uffinkY A B) = (y : ℂ) :=
    ⟨_, Complex.ext rfl (by
      rw [Complex.ofReal_im]; exact expect_im_eq_zero ψ (uffink_isHermitian h).2)⟩
  simp only [hx, hy, Complex.norm_real, Real.norm_eq_abs, sq_abs]
  -- use x and y themselves as weights in the sum of squares
  have h0 : ((2 : ℂ) • A 0 - ((x : ℂ) • B 1 + (y : ℂ) • B 0)).IsHermitian := by
    simp [Matrix.IsHermitian, Matrix.conjTranspose_smul, (h.hermA _).eq, (h.hermB _).eq]
  have h1 : ((2 : ℂ) • A 1 - ((x : ℂ) • B 0 - (y : ℂ) • B 1)).IsHermitian := by
    simp [Matrix.IsHermitian, Matrix.conjTranspose_smul, (h.hermA _).eq, (h.hermB _).eq]
  have P := expect_sq_nonneg ψ h0
  have Q := expect_sq_nonneg ψ h1
  have S := congrArg (expect ψ) (sum_of_squares h x y)
  simp only [expect] at P Q hx hy
  simp only [expect, Matrix.add_mulVec, Matrix.sub_mulVec, Matrix.smul_mulVec,
    Matrix.one_mulVec, dotProduct_add, dotProduct_sub, dotProduct_smul, smul_eq_mul,
    hψ, hx, hy] at S
  have T := congrArg Complex.re
    (S.trans (show _ = ((8 - 2 * (x ^ 2 + y ^ 2) : ℝ) : ℂ) by push_cast; ring))
  rw [Complex.add_re, Complex.ofReal_re] at T
  linarith
```

The theorem treats pure states of two parties in finite dimension; mixed states are outside its statement, although the bound extends to them because the left-hand side is convex in the state. To apply it to recorded data, one must also identify each measured average with $\langle A_iB_j\rangle$ in one and the same state, although the four pairs of settings are measured in different runs.

## One dimension, and the link to CHSH

The remarks under this heading are ordinary algebra without a Lean theorem of their own.

The smallest space that contains a unit vector has dimension one. There the observables are signs $a_0,a_1,b_0,b_1\in\{+1,-1\}$, and

$$(a_0b_1+a_1b_0)^2+(a_0b_0-a_1b_1)^2=(2+2a_0a_1b_0b_1)+(2-2a_0a_1b_0b_1)=4 .$$

Fixed outcomes thus already give equality, but only at the four points $(\pm2,0)$ and $(0,\pm2)$ of the $(x,y)$ plane. The rest of the circle needs a larger space.

The operator $X+Y=A_0B_0+A_0B_1+A_1B_0-A_1B_1$ is the CHSH combination. From $(x+y)^2\le2(x^2+y^2)\le8$ one recovers Tsirelson's bound $|\langle X+Y\rangle|\le2\sqrt2$ of quantum mechanics, here for pure states in finite dimension.

## Spin matrices and the Bell state

For sharpness, take real combinations of Pauli matrices,

$$a\sigma_z+b\sigma_x=\begin{pmatrix}a&b\\ b&-a\end{pmatrix}.$$

The $z$ coefficient comes first. The name `spin` is used without the factor $\hbar/2$, so that a unit vector $(a,b)$ gives the eigenvalues $\pm1$.

```lean
/-- The real spin matrix `a σ_z + b σ_x` of one qubit. -/
def spin (a b : ℝ) : Matrix (Fin 2) (Fin 2) ℂ := !![(a : ℂ), b; b, -a]
```

The first party's observable acts on the first qubit, as $(a\sigma_z+b\sigma_x)\otimes 1$.

```lean
/-- The matrix `a σ_z + b σ_x` acting on the first of two qubits. -/
def spinA (a b : ℝ) : Matrix (Fin 2 × Fin 2) (Fin 2 × Fin 2) ℂ := spin a b ⊗ₖ 1
```

The second party's observable acts on the second qubit, as $1\otimes(a\sigma_z+b\sigma_x)$.

```lean
/-- The matrix `a σ_z + b σ_x` acting on the second of two qubits. -/
def spinB (a b : ℝ) : Matrix (Fin 2 × Fin 2) (Fin 2 × Fin 2) ℂ := 1 ⊗ₖ spin a b
```

The state is $(|00\rangle+|11\rangle)/\sqrt2$. Its two non-zero amplitudes are written as $\sqrt2/2$.

```lean
/-- The Bell state `(|00⟩ + |11⟩)/√2`. -/
def bellState : Fin 2 × Fin 2 → ℂ :=
  fun p => if p.1 = p.2 then (Real.sqrt 2 : ℂ) / 2 else 0
```

For real matrices $M$ and $N$ of one qubit, the expectation value of $M\otimes N$ in this state is $\tfrac12\sum_{ij}M_{ij}N_{ij}$. With coefficient vectors $(a,b)$ and $(c,d)$ this becomes

$$\tfrac12(ac+bd+bd+ac)=ac+bd ,$$

the scalar product of the two directions. Lean merges the two factors into one Kronecker product, writes out the finite sums and uses $(\sqrt2)^2=2$.

```lean
/-- In the Bell state the correlation of two real spin matrices is the scalar product
of their coefficient vectors. -/
theorem bell_correlation (a b c d : ℝ) :
    expect bellState (spinA a b * spinB c d) = a * c + b * d := by
  have hr : (Real.sqrt 2 : ℂ) ^ 2 = 2 := by
    exact_mod_cast Real.sq_sqrt (show (0 : ℝ) ≤ 2 by norm_num)
  rw [spinA, spinB, ← Matrix.mul_kronecker_mul, one_mul, mul_one]
  simp [expect, bellState, spin, dotProduct, Matrix.mulVec, Fintype.sum_prod_type,
    Fin.sum_univ_two, Matrix.kroneckerMap_apply]
  have h2 : (starRingEnd ℂ) 2 = 2 := Complex.conj_eq_iff_im.2 (by simp)
  rw [h2]
  linear_combination ((a : ℂ) * c + b * d) / 2 * hr
```

Since $\sigma_z$ and $\sigma_x$ anticommute and square to one, $(a\sigma_z+b\sigma_x)^2=a^2+b^2$. For a unit vector this is one, and the matrix is Hermitian because it is real and symmetric. Lean checks both facts entry by entry.

```lean
/-- A real spin matrix with unit coefficient vector is Hermitian and squares to one. -/
theorem spin_dichotomic {a b : ℝ} (h : a ^ 2 + b ^ 2 = 1) :
    (spin a b).IsHermitian ∧ spin a b * spin a b = 1 := by
  have h' : (a : ℂ) ^ 2 + (b : ℂ) ^ 2 = 1 := by exact_mod_cast h
  constructor
  · ext i j
    fin_cases i <;> fin_cases j <;> simp [spin]
  · ext i j
    fin_cases i <;> fin_cases j <;> simp [spin, Matrix.mul_apply, Fin.sum_univ_two] <;>
      first | linear_combination h' | ring
```

## Every point of the circle

Let $c^2+s^2=1$, and choose the directions

$$A_0:(1,0),\qquad A_1:(0,1),\qquad B_0:(c,s),\qquad B_1:(s,-c).$$

All four are unit vectors, and operators on different qubits commute, so the conditions on the observables are met. The scalar products give

$$\langle X\rangle=s+s=2s,\qquad \langle Y\rangle=c-(-c)=2c .$$

Hence $\langle X\rangle^2+\langle Y\rangle^2=4$, and as $(c,s)$ runs over the unit circle, the point $(\langle X\rangle,\langle Y\rangle)$ runs over the whole circle of radius 2.

In the proof, `hA` and `hB` carry the one-qubit properties over to two qubits, and `hC` gives the commutation. The norm of the Bell state is summed directly from its amplitudes. The last two parts split $\langle X\rangle$ and $\langle Y\rangle$ into two correlations each and evaluate them with `bell_correlation`.

```lean
/-- Every point of the circle of radius 2 is reached: for `c² + s² = 1` the spin matrices
below form a Bell setting, and in the normalised Bell state the two Uffink combinations
have expectation values `2s` and `2c`. -/
theorem uffink_circle_witness {c s : ℝ} (h : c ^ 2 + s ^ 2 = 1) :
    IsBellSetting ![spinA 1 0, spinA 0 1] ![spinB c s, spinB s (-c)] ∧
    star bellState ⬝ᵥ bellState = 1 ∧
    expect bellState (uffinkX ![spinA 1 0, spinA 0 1] ![spinB c s, spinB s (-c)]) = 2 * s ∧
    expect bellState (uffinkY ![spinA 1 0, spinA 0 1] ![spinB c s, spinB s (-c)]) = 2 * c := by
  have hA : ∀ a b : ℝ, a ^ 2 + b ^ 2 = 1 →
      (spinA a b).IsHermitian ∧ spinA a b * spinA a b = 1 := fun a b hab => by
    obtain ⟨h1, h2⟩ := spin_dichotomic hab
    constructor
    · rw [Matrix.IsHermitian, spinA, Matrix.conjTranspose_kronecker, h1.eq,
        Matrix.conjTranspose_one]
    · rw [spinA, ← Matrix.mul_kronecker_mul, h2, one_mul, Matrix.one_kronecker_one]
  have hB : ∀ a b : ℝ, a ^ 2 + b ^ 2 = 1 →
      (spinB a b).IsHermitian ∧ spinB a b * spinB a b = 1 := fun a b hab => by
    obtain ⟨h1, h2⟩ := spin_dichotomic hab
    constructor
    · rw [Matrix.IsHermitian, spinB, Matrix.conjTranspose_kronecker, h1.eq,
        Matrix.conjTranspose_one]
    · rw [spinB, ← Matrix.mul_kronecker_mul, h2, one_mul, Matrix.one_kronecker_one]
  have hC : ∀ a b p q : ℝ, spinB p q * spinA a b = spinA a b * spinB p q := by
    intro a b p q
    simp only [spinA, spinB, ← Matrix.mul_kronecker_mul, one_mul, mul_one]
  have a0 := hA 1 0 (by norm_num)
  have a1 := hA 0 1 (by norm_num)
  have b0 := hB c s h
  have b1 := hB s (-c) (by linarith [neg_sq c])
  refine ⟨⟨Fin.forall_fin_two.2 ⟨a0.1, a1.1⟩, Fin.forall_fin_two.2 ⟨b0.1, b1.1⟩,
    Fin.forall_fin_two.2 ⟨a0.2, a1.2⟩, Fin.forall_fin_two.2 ⟨b0.2, b1.2⟩,
    Fin.forall_fin_two.2 ⟨Fin.forall_fin_two.2 ⟨hC _ _ _ _, hC _ _ _ _⟩,
      Fin.forall_fin_two.2 ⟨hC _ _ _ _, hC _ _ _ _⟩⟩⟩, ?_, ?_, ?_⟩
  · -- the squared norm is summed directly from the amplitudes
    have hr : (Real.sqrt 2 : ℂ) ^ 2 = 2 := by
      exact_mod_cast Real.sq_sqrt (show (0 : ℝ) ≤ 2 by norm_num)
    simp [bellState, dotProduct, Fintype.sum_prod_type]
    have h2 : (starRingEnd ℂ) 2 = 2 := Complex.conj_eq_iff_im.2 (by simp)
    rw [h2]
    linear_combination hr / 2
  · have e : expect bellState (uffinkX ![spinA 1 0, spinA 0 1] ![spinB c s, spinB s (-c)])
        = expect bellState (spinA 1 0 * spinB s (-c))
          + expect bellState (spinA 0 1 * spinB c s) := by
      simp only [expect, ← dotProduct_add, ← Matrix.add_mulVec]
      rfl
    rw [e, bell_correlation, bell_correlation]
    push_cast
    ring
  · have e : expect bellState (uffinkY ![spinA 1 0, spinA 0 1] ![spinB c s, spinB s (-c)])
        = expect bellState (spinA 1 0 * spinB c s)
          - expect bellState (spinA 0 1 * spinB s (-c)) := by
      simp only [expect, ← dotProduct_sub, ← Matrix.sub_mulVec]
      rfl
    rw [e, bell_correlation, bell_correlation]
    push_cast
    ring

end

end UffinkInequality
```

```lean
#print axioms UffinkInequality.uffink_inequality
```

```
'UffinkInequality.uffink_inequality' depends on axioms: [propext, Classical.choice, Quot.sound]
```
